# The nonrelativistic 1s polarizability of a one-electron atom with finite nuclear mass: $9q^2/(2\mu^3Z^4)$

## Correcting a fixed-nucleus value

A fixed-nucleus calculation for a nonrelativistic one-electron atom in its 1s state gives the static dipole polarizability $9/(2m^3Z^4)$, with electron mass $m$ and nuclear charge $Z$ in units $\hbar=e=4\pi\varepsilon_0=1$. To let a nucleus of mass $M$ move, multiply this value by

$$\left(1+\frac{Zm}{M}\right)^2\left(1+\frac mM\right).$$

In code the step is short:

```python
mu = m * M / (M + m)
q = (M + Z * m) / (M + m)
alpha = 4.5 * q**2 / (mu**3 * Z**4)
```

A grid or basis-set program for the relative motion needs the same two changes: mass `mu` in the kinetic energy and `q * F * z` as the field term. The polarizability $\alpha$ then follows from the energy shift $-\alpha F^2/2$; a program that uses the induced dipole instead must take it as $-q\langle z\rangle$. A test on hydrogen does not detect a missing `q`, because $q=1$ at $Z=1$.

## Two charges in a uniform field

The electron (charge $-1$, momentum $\mathbf p_1$, coordinate $z_1$ along the field) and the nucleus (charge $Z$, $\mathbf p_2$, $z_2$) have, apart from their Coulomb attraction, the energy

$$\frac{\mathbf p_1^2}{2m}+\frac{\mathbf p_2^2}{2M}+F(z_1-Zz_2),$$

where $F$ is the field strength. Define

$$\mathbf P=\mathbf p_1+\mathbf p_2,\quad \mathbf p=\frac{M\mathbf p_1-m\mathbf p_2}{M+m},\quad Z_{\rm cm}=\frac{mz_1+Mz_2}{M+m},\quad z=z_1-z_2,$$

$$\mu=\frac{mM}{M+m},\qquad q=1+\frac{(Z-1)m}{M+m}.$$

The Coulomb attraction $-Z/r$ depends only on the distance $r$ between the particles, so it joins the relative part. For an ion, the centre of mass accelerates; the polarizability below belongs to the relative motion.

## What the theorems state

`fieldEnergy_separation` says that, for positive masses, the energy above equals

$$\left[\frac{\mathbf P^2}{2(M+m)}-(Z-1)FZ_{\rm cm}\right]+\left[\frac{\mathbf p^2}{2\mu}+qFz\right].$$

Coordinates and momentum components are elements of any real algebra `A`, commutative or not, which covers classical variables and operators on a common invariant domain. `separated_pairs_canonical` adds that the new variables along $z$ satisfy the canonical coordinate–momentum commutators if the old ones do; its element `c` is $i$ in quantum mechanics.

`response` is the radial function $f=q\left(\frac{r}{\mu Z^2}+\frac{r^2}{2Z}\right)$, and `orbital` is the unnormalised $e^{-\mu Zr}$. `first_order_schroedinger` says that their product solves the p-wave equation at energy $-\mu Z^2/2$ with source $qre^{-\mu Zr}$, for nonzero $\mu$ and $Z$ and every $r>0$. Uniqueness of this solution is not addressed.

`average1s` uses the normalised radial density $4(\mu Z)^3r^2e^{-2\mu Zr}$. `polarizability` is defined as $\frac{2q}{3}\langle fr\rangle$; its link to the second-order energy is derived by hand below. `polarizability_eq` evaluates it for positive $\mu$ and $Z$, and `polarizability_masses` expresses it in $m$ and $M$. The model has point charges and neither spin nor relativistic terms.

## Separating the motion

In $\mathbf P^2/(2(M+m))+\mathbf p^2/(2\mu)$, the coefficient of $\mathbf p_1^2$ is

$$\frac1{2(M+m)}+\frac{M}{2m(M+m)}=\frac1{2m}.$$

Exchanging the masses gives $1/(2M)$ for $\mathbf p_2^2$. Each ordered mixed product has coefficient $\frac1{2(M+m)}-\frac1{2(M+m)}=0$.

For the field term, insert $z_1=Z_{\rm cm}+\frac{M}{M+m}z$ and $z_2=Z_{\rm cm}-\frac{m}{M+m}z$:

$$z_1-Zz_2=-(Z-1)Z_{\rm cm}+\frac{M+Zm}{M+m}z,\qquad \frac{M+Zm}{M+m}=q.$$

With $[z_1,p_1]=[z_2,p_2]=c$ and vanishing cross commutators, where $p_1,p_2,P,p$ are now components along $z$,

$$[Z_{\rm cm},P]=\frac{m+M}{M+m}c=c,\qquad [z,p]=\frac{M+m}{M+m}c=c,$$

$$[Z_{\rm cm},p]=\frac{mM-Mm}{(M+m)^2}c=0,\qquad [z,P]=c-c=0.$$

## First-order response

Let $\psi_0\propto e^{-\mu Zr}$ be the normalised 1s state and $H_0=\mathbf p^2/(2\mu)-Z/r$. The first-order energy vanishes by parity, so

$$(H_0+\mu Z^2/2)\psi_1=-qFz\psi_0.$$

Set $\psi_1=-Ff(r)\cos\theta\,\psi_0$, with $\theta$ the angle to the field. For $g=fe^{-\mu Zr}$,

$$g'=(f'-\mu Zf)e^{-\mu Zr},\qquad g''=(f''-2\mu Zf'+\mu^2Z^2f)e^{-\mu Zr}.$$

Hence $-\frac1{2\mu}(g''+2g'/r-2g/r^2)$ equals

$$\left[-\frac{f''+2f'/r-2f/r^2}{2\mu}+Zf'-\frac{\mu Z^2}{2}f+\frac Zr f\right]e^{-\mu Zr}.$$

The potential and the energy shift cancel the last two terms, leaving

$$-\frac{f''+2f'/r-2f/r^2}{2\mu}+Zf'=qr.$$

Try $f=ar+br^2$. The bracket $f''+2f'/r-2f/r^2$ is $4b$, so $-2b/\mu+Za+2Zbr=qr$. Thus $b=q/(2Z)$ and $a=2b/(\mu Z)=q/(\mu Z^2)$.

## The 1s average

The angular average of $\cos^2\theta$ is $1/3$, so the second-order energy is

$$\langle\psi_0|qFz|\psi_1\rangle=-\frac{qF^2}{3}\langle fr\rangle=-\frac12\alpha F^2,\qquad \alpha=\frac{2q}{3}\langle fr\rangle.$$

From $\int_0^\infty r^ne^{-br}\,dr=n!/b^{n+1}$, now with $b=2\mu Z$ and $n=4,5$,

$$\langle r^2\rangle=\frac{3}{\mu^2Z^2},\qquad \langle r^3\rangle=\frac{15}{2\mu^3Z^3}.$$

Therefore

$$\alpha=\frac{2q^2}{3}\left(\frac{3}{\mu^3Z^4}+\frac{15}{4\mu^3Z^4}\right)=\frac{9q^2}{2\mu^3Z^4}
=\frac{9(M+Zm)^2(M+m)}{2m^3M^3Z^4}.$$

## A repulsive centre

Drop $Z>0$ and take $\mu=q=1$, $Z=-1$. Then $f=r-r^2/2$ still solves the radial equation, but $e^{-\mu Zr}=e^r$ grows and there is no bound 1s state. The integral in the average diverges; Lean assigns it the value 0, whereas the closed formula would give $9/2$.

## The Lean file

```lean
import Mathlib

open MeasureTheory Set

namespace FiniteMassPolarizability

noncomputable section

/-- Reduced mass of two particles with masses `m` and `M`, for `M + m ≠ 0`. -/
def reducedMass (m M : ℝ) : ℝ := m * M / (M + m)

/-- The charge `q = 1 + (Z - 1) m / (M + m)` that couples the relative coordinate to the
field, for `M + m ≠ 0`. -/
def dipoleCharge (m M Z : ℝ) : ℝ := 1 + (Z - 1) * m / (M + m)

section Separation

variable {A : Type*} [Ring A] [Algebra ℝ A]

/-- Centre-of-mass coordinate `(m z₁ + M z₂) / (M + m)`, for `M + m ≠ 0`. -/
def comCoord (m M : ℝ) (z₁ z₂ : A) : A := (1 / (M + m)) • (m • z₁ + M • z₂)

/-- Relative momentum `(M p₁ - m p₂) / (M + m)`, for `M + m ≠ 0`. -/
def relMomentum (m M : ℝ) (p₁ p₂ : A) : A := (1 / (M + m)) • (M • p₁ - m • p₂)

/-- Kinetic energy of both particles plus the energy of the charges `-1` and `Z` in a uniform
field `F` along `z`, for nonzero masses. -/
def fieldEnergy (m M Z F : ℝ) (p₁ p₂ : Fin 3 → A) (z₁ z₂ : A) : A :=
  (1 / (2 * m)) • ∑ i, p₁ i * p₁ i + (1 / (2 * M)) • ∑ i, p₂ i * p₂ i + F • (z₁ - Z • z₂)

/-- The energy of the two charges in the field is a centre-of-mass part, in which the net charge
`Z - 1` feels the field, plus a relative part with the reduced mass and the charge `q`. -/
theorem fieldEnergy_separation {m M : ℝ} (hm : 0 < m) (hM : 0 < M) (Z F : ℝ)
    (p₁ p₂ : Fin 3 → A) (z₁ z₂ : A) :
    fieldEnergy m M Z F p₁ p₂ z₁ z₂ =
      ((1 / (2 * (M + m))) • ∑ i, (p₁ i + p₂ i) * (p₁ i + p₂ i)
        - ((Z - 1) * F) • comCoord m M z₁ z₂)
      + ((1 / (2 * reducedMass m M)) •
          ∑ i, relMomentum m M (p₁ i) (p₂ i) * relMomentum m M (p₁ i) (p₂ i)
        + (dipoleCharge m M Z * F) • (z₁ - z₂)) := by
  have hs : M + m ≠ 0 := by positivity
  -- the mixed products of the two momenta cancel in each component
  have hk : ∀ a b : A, (1 / (2 * m)) • (a * a) + (1 / (2 * M)) • (b * b) =
      (1 / (2 * (M + m))) • ((a + b) * (a + b)) +
      (1 / (2 * reducedMass m M)) • (relMomentum m M a b * relMomentum m M a b) := by
    intro a b
    simp only [relMomentum, reducedMass, smul_mul_assoc, mul_smul_comm, add_mul, mul_add,
      sub_mul, mul_sub]
    match_scalars <;> field_simp <;> ring
  have hp : F • (z₁ - Z • z₂) = (dipoleCharge m M Z * F) • (z₁ - z₂)
      - ((Z - 1) * F) • comCoord m M z₁ z₂ := by
    simp only [dipoleCharge, comCoord]
    match_scalars <;> field_simp <;> ring
  have hsum := Finset.sum_congr (rfl : (Finset.univ : Finset (Fin 3)) = Finset.univ)
    (fun i _ => hk (p₁ i) (p₂ i))
  simp only [Finset.sum_add_distrib, ← Finset.smul_sum] at hsum
  rw [fieldEnergy, hsum, hp]
  abel

/-- If `[z₁, p₁] = [z₂, p₂] = c` and `[z₁, p₂] = [z₂, p₁] = 0`, then the centre-of-mass and relative
coordinates and momenta satisfy the same four coordinate-momentum relations. -/
theorem separated_pairs_canonical {m M : ℝ} (hs : M + m ≠ 0) {z₁ z₂ p₁ p₂ c : A}
    (h11 : z₁ * p₁ - p₁ * z₁ = c) (h22 : z₂ * p₂ - p₂ * z₂ = c)
    (h12 : z₁ * p₂ - p₂ * z₁ = 0) (h21 : z₂ * p₁ - p₁ * z₂ = 0) :
    comCoord m M z₁ z₂ * (p₁ + p₂) - (p₁ + p₂) * comCoord m M z₁ z₂ = c ∧
    (z₁ - z₂) * relMomentum m M p₁ p₂ - relMomentum m M p₁ p₂ * (z₁ - z₂) = c ∧
    comCoord m M z₁ z₂ * relMomentum m M p₁ p₂
      - relMomentum m M p₁ p₂ * comCoord m M z₁ z₂ = 0 ∧
    (z₁ - z₂) * (p₁ + p₂) - (p₁ + p₂) * (z₁ - z₂) = 0 := by
  have e11 := sub_eq_iff_eq_add'.mp h11
  have e22 := sub_eq_iff_eq_add'.mp h22
  have e12 := sub_eq_zero.mp h12
  have e21 := sub_eq_zero.mp h21
  -- the two mass fractions add up to one
  have hone : 1 / (M + m) * M + 1 / (M + m) * m = 1 := by
    rw [← mul_add]
    exact one_div_mul_cancel hs
  refine ⟨?_, ?_, ?_, ?_⟩ <;>
    simp only [comCoord, relMomentum, smul_mul_assoc, mul_smul_comm, add_mul, mul_add,
      sub_mul, mul_sub, e11, e22, e12, e21]
  · linear_combination (norm := module) hone • c
  · linear_combination (norm := module) hone • c
  · module
  · module

end Separation

open MvPolynomial in
/-- Multiplication by `X i` and differentiation along `X j`, acting on polynomials in two
variables, have commutator `-1` for `i = j` and commute otherwise. -/
theorem separated_pairs_canonical_witness (i j : Fin 2) :
    (LinearMap.mulLeft ℝ (X i : MvPolynomial (Fin 2) ℝ) * (pderiv j).toLinearMap
      - (pderiv j).toLinearMap * LinearMap.mulLeft ℝ (X i : MvPolynomial (Fin 2) ℝ) :
        Module.End ℝ (MvPolynomial (Fin 2) ℝ)) = if i = j then -1 else 0 := by
  refine LinearMap.ext fun f => ?_
  fin_cases i <;> fin_cases j <;> simp [pderiv_X]

/-- Radial part `g'' + 2 g'/r - 2 g/r²` of the Laplacian on `g(r) cos θ`, for `r ≠ 0`. -/
def pLaplacian (g : ℝ → ℝ) (r : ℝ) : ℝ :=
  deriv (deriv g) r + 2 * deriv g r / r - 2 * g r / r ^ 2

/-- The 1s exponential `exp(-μ Z r)`, without normalization. -/
def orbital (μ Z r : ℝ) : ℝ := Real.exp (-(μ * Z * r))

/-- The radial function `f = q (r/(μ Z²) + r²/(2 Z))`, for nonzero `μ` and `Z`. -/
def response (q μ Z r : ℝ) : ℝ := q * (r / (μ * Z ^ 2) + r ^ 2 / (2 * Z))

/-- Acting on `f exp(-μ Z r)`, the p-wave Coulomb Hamiltonian minus the energy `-μ Z²/2` gives
`-(f'' + 2f'/r - 2f/r²)/(2μ) + Z f'` times the exponential. -/
theorem coulomb_reduction {μ Z r : ℝ} (hμ : μ ≠ 0) (hr : 0 < r) {f : ℝ → ℝ}
    (hf : ∀ x > 0, DifferentiableAt ℝ f x) (hf' : DifferentiableAt ℝ (deriv f) r) :
    -pLaplacian (fun x => f x * orbital μ Z x) r / (2 * μ)
      - Z / r * (f r * orbital μ Z r) + μ * Z ^ 2 / 2 * (f r * orbital μ Z r) =
    (-pLaplacian f r / (2 * μ) + Z * deriv f r) * orbital μ Z r := by
  have he : ∀ x, HasDerivAt (orbital μ Z) (-(μ * Z) * orbital μ Z x) x := fun x =>
    (((hasDerivAt_id' x).const_mul (μ * Z)).fun_neg.exp).congr_deriv
      (by unfold orbital; ring)
  have h1 : ∀ x > 0, deriv (fun x => f x * orbital μ Z x) x =
      (deriv f x - μ * Z * f x) * orbital μ Z x := fun x hx =>
    (((hf x hx).hasDerivAt.fun_mul (he x)).congr_deriv (by ring)).deriv
  -- the first derivative is known near r, so it can be differentiated again
  have hev : deriv (fun x => f x * orbital μ Z x) =ᶠ[nhds r]
      fun x => (deriv f x - μ * Z * f x) * orbital μ Z x := by
    filter_upwards [Ioi_mem_nhds hr] with x hx using h1 x hx
  have h2 : deriv (deriv (fun x => f x * orbital μ Z x)) r =
      (deriv (deriv f) r - 2 * (μ * Z) * deriv f r + (μ * Z) ^ 2 * f r) * orbital μ Z r := by
    rw [hev.deriv_eq]
    exact (((hf'.hasDerivAt.fun_sub ((hf r hr).hasDerivAt.const_mul (μ * Z))).fun_mul
      (he r)).congr_deriv (by ring)).deriv
  simp only [pLaplacian]
  rw [h2, h1 r hr]
  field_simp
  ring

/-- First and second derivatives of the radial function `f`. -/
theorem response_derivatives (q μ Z r : ℝ) :
    HasDerivAt (response q μ Z) (q * (1 / (μ * Z ^ 2) + r / Z)) r ∧
    HasDerivAt (deriv (response q μ Z)) (q / Z) r := by
  have h : ∀ x, HasDerivAt (response q μ Z) (q * (1 / (μ * Z ^ 2) + x / Z)) x := fun x =>
    ((((hasDerivAt_id' x).div_const (μ * Z ^ 2)).fun_add
      ((hasDerivAt_pow 2 x).div_const (2 * Z))).const_mul q).congr_deriv
      (by rw [show (2 - 1 : ℕ) = 1 from rfl]; push_cast; ring)
  refine ⟨h r, ?_⟩
  rw [show deriv (response q μ Z) = fun x => q * (1 / (μ * Z ^ 2) + x / Z) from
    funext fun x => (h x).deriv]
  exact ((((hasDerivAt_id' r).div_const Z).const_add (1 / (μ * Z ^ 2))).const_mul
    q).congr_deriv (by ring)

/-- The function `f` solves `-(f'' + 2f'/r - 2f/r²)/(2μ) + Z f' = q r` for `r > 0`. -/
theorem response_equation (q : ℝ) {μ Z r : ℝ} (hμ : μ ≠ 0) (hZ : Z ≠ 0) (hr : 0 < r) :
    -pLaplacian (response q μ Z) r / (2 * μ) + Z * deriv (response q μ Z) r = q * r := by
  obtain ⟨h1, h2⟩ := response_derivatives q μ Z r
  rw [pLaplacian, h2.deriv, h1.deriv, response]
  field_simp
  ring

/-- The function `f exp(-μ Z r)` solves the p-wave radial Coulomb equation at energy `-μ Z²/2`
with the source `q r exp(-μ Z r)`. -/
theorem first_order_schroedinger (q : ℝ) {μ Z r : ℝ} (hμ : μ ≠ 0) (hZ : Z ≠ 0) (hr : 0 < r) :
    -pLaplacian (fun x => response q μ Z x * orbital μ Z x) r / (2 * μ)
      - Z / r * (response q μ Z r * orbital μ Z r)
      + μ * Z ^ 2 / 2 * (response q μ Z r * orbital μ Z r) = q * r * orbital μ Z r := by
  rw [coulomb_reduction hμ hr (fun x _ => (response_derivatives q μ Z x).1.differentiableAt)
    (response_derivatives q μ Z r).2.differentiableAt, response_equation q hμ hZ hr]

/-- Average of `g(r)` with the radial 1s density `4 (μ Z)³ r² exp(-2 μ Z r)`, for positive `μ` and
`Z` and a convergent integral. -/
def average1s (μ Z : ℝ) (g : ℝ → ℝ) : ℝ :=
  4 * (μ * Z) ^ 3 * ∫ r in Ioi (0 : ℝ), g r * (r ^ 2 * Real.exp (-(2 * μ * Z * r)))

/-- The polarizability `(2q/3) ⟨f r⟩` of the 1s state, for positive `μ` and `Z`. -/
def polarizability (q μ Z : ℝ) : ℝ :=
  2 * q / 3 * average1s μ Z (fun r => response q μ Z r * r)

/-- Radial moments of an exponential: `∫ rⁿ exp(-b r) dr = n!/bⁿ⁺¹` over `r > 0`. -/
theorem exponential_moment {b : ℝ} (hb : 0 < b) (n : ℕ) :
    ∫ r in Ioi (0 : ℝ), r ^ n * Real.exp (-(b * r)) = (n.factorial : ℝ) / b ^ (n + 1) := by
  have h := Real.integral_rpow_mul_exp_neg_mul_Ioi (a := (n : ℝ) + 1) (r := b)
    (by positivity) hb
  have hpow : (1 / b) ^ ((n : ℝ) + 1) = (1 / b) ^ (n + 1) := by
    exact_mod_cast Real.rpow_natCast (1 / b) (n + 1)
  rw [Real.Gamma_nat_eq_factorial, hpow] at h
  simp only [add_sub_cancel_right, Real.rpow_natCast] at h
  rw [h, one_div, inv_pow]
  ring

/-- The 1s polarizability is `9 q²/(2 μ³ Z⁴)`. -/
theorem polarizability_eq (q : ℝ) {μ Z : ℝ} (hμ : 0 < μ) (hZ : 0 < Z) :
    polarizability q μ Z = 9 * q ^ 2 / (2 * μ ^ 3 * Z ^ 4) := by
  have hb : 0 < 2 * μ * Z := by positivity
  -- a nonzero integral certifies integrability
  have hi : ∀ n : ℕ, Integrable (fun r : ℝ => r ^ n * Real.exp (-(2 * μ * Z * r)))
      (volume.restrict (Ioi 0)) := by
    intro n
    by_contra h
    have h0 := exponential_moment hb n
    rw [integral_undef h] at h0
    have hpos : 0 < (n.factorial : ℝ) / (2 * μ * Z) ^ (n + 1) := by positivity
    linarith
  have hsplit : (fun r : ℝ => response q μ Z r * r *
      (r ^ 2 * Real.exp (-(2 * μ * Z * r)))) = fun r =>
      q / (μ * Z ^ 2) * (r ^ 4 * Real.exp (-(2 * μ * Z * r))) +
      q / (2 * Z) * (r ^ 5 * Real.exp (-(2 * μ * Z * r))) := by
    funext r
    unfold response
    ring
  have f4 : (Nat.factorial 4 : ℝ) = 24 := by norm_num [Nat.factorial]
  have f5 : (Nat.factorial 5 : ℝ) = 120 := by norm_num [Nat.factorial]
  rw [polarizability, average1s, hsplit,
    integral_add ((hi 4).const_mul _) ((hi 5).const_mul _), integral_const_mul,
    integral_const_mul, exponential_moment hb, exponential_moment hb, f4, f5]
  field_simp
  ring

/-- In terms of the two masses the 1s polarizability is
`9 (M + Z m)² (M + m)/(2 m³ M³ Z⁴)`. -/
theorem polarizability_masses {m M Z : ℝ} (hm : 0 < m) (hM : 0 < M) (hZ : 0 < Z) :
    polarizability (dipoleCharge m M Z) (reducedMass m M) Z =
      9 * (M + Z * m) ^ 2 * (M + m) / (2 * m ^ 3 * M ^ 3 * Z ^ 4) := by
  have hμ : 0 < reducedMass m M := by unfold reducedMass; positivity
  have hq : dipoleCharge m M Z = (M + Z * m) / (M + m) := by
    unfold dipoleCharge
    field_simp
    ring
  rw [polarizability_eq _ hμ hZ, hq, reducedMass]
  field_simp

end

end FiniteMassPolarizability
```

```lean
#print axioms FiniteMassPolarizability.fieldEnergy_separation
-- 'FiniteMassPolarizability.fieldEnergy_separation' depends on axioms: [propext, Classical.choice, Quot.sound]
#print axioms FiniteMassPolarizability.separated_pairs_canonical
-- 'FiniteMassPolarizability.separated_pairs_canonical' depends on axioms: [propext, Classical.choice, Quot.sound]
#print axioms FiniteMassPolarizability.first_order_schroedinger
-- 'FiniteMassPolarizability.first_order_schroedinger' depends on axioms: [propext, Classical.choice, Quot.sound]
#print axioms FiniteMassPolarizability.polarizability_masses
-- 'FiniteMassPolarizability.polarizability_masses' depends on axioms: [propext, Classical.choice, Quot.sound]
```

## How the proof follows the derivation

In `fieldEnergy_separation`, `hk` is the kinetic identity for one component and `hp` the field identity. `match_scalars` compares the coefficients of each ordered product, and `hsum` adds the three components. In `separated_pairs_canonical`, the assumed commutators move momenta to the left; `hone`, the sum of the mass fractions, then leaves exactly `c`. `separated_pairs_canonical_witness` supplies an example with `c = -1`: multiplication and differentiation on polynomials, by the product rule.

For nonzero $\mu$ and a twice differentiable $f$, `coulomb_reduction` computes $g'$ at all positive points (`h1`). Since these include a neighbourhood of $r$, the formula can be differentiated again (`h2`), and `field_simp` and `ring` perform the cancellation. `response_derivatives` supplies $f'$ and $f''$, `response_equation` inserts them, and `first_order_schroedinger` combines this with the reduction.

`exponential_moment` obtains the factorial formula from Mathlib's Gamma integral. In `polarizability_eq`, `hi` proves integrability: otherwise Lean's integral would be zero, contradicting the positive moment. `hsplit` separates the $r^4$ and $r^5$ terms, whose moments give the result. `polarizability_masses` rewrites $q$ as $(M+Zm)/(M+m)$ and substitutes $\mu$.
